# In the two-state trapping model with known annihilation rates B > D > 0, the mean positron lifetime determines the trapping rate

## Can the trapping rate be recovered from the mean lifetime when both annihilation rates are known?

Should the positron populations enter as explicit exponentials, or as any functions that obey the rate equations? I would prefer the second, so that the solution formula is proved along with everything else.

My model has a bulk population $b$ and a population $d$ trapped in defects. Bulk positrons annihilate at rate $B$ and are trapped at rate $k$; trapped positrons annihilate at rate $D$:

$$b'=-(B+k)\,b,\qquad d'=k\,b-D\,d,\qquad b(0)=1,\quad d(0)=0,$$

with $B>D>0$ and $k>0$. The mean lifetime is $T=\int_0^\infty (b+d)\,dt$. I believe that

$$T=\frac{1+k/D}{B+k},\qquad \frac1B<T<\frac1D,\qquad k=B\,\frac{T-1/B}{1/D-T}.$$

Can this be made rigorous and machine-checked, starting from the rate equations?

## Yes: the rate equations fix both populations, and two factored differences give k

**From the rate equations to the lifetime.** If $f'=-af$, then $(f e^{at})'=0$, so $f(t)=f(0)e^{-at}$. With $S=B+k$ this gives $b=e^{-St}$.

For the defect population, put $c=k/(S-D)$, which is allowed because $S>D$, and consider $u=d+cb$. Since $k=c(S-D)$,

$$u'=kb-Dd-cSb=-Dd-cDb=-Du,\qquad u(0)=c.$$

Hence $u=ce^{-Dt}$ and $d=c\,(e^{-Dt}-e^{-St})$. The survival probability is

$$b+d=(1-c)\,e^{-St}+c\,e^{-Dt}.$$

Each exponential $e^{-at}$ with $a>0$ integrates to $1/a$, so

$$T=\frac{1-c}{S}+\frac cD=\frac1S+\frac{c(S-D)}{SD}=\frac1S+\frac{k}{SD}=\frac{1+k/D}{B+k}.$$

This is also the mean time of annihilation. Adding the rate equations gives $-(b+d)'=Bb+Dd$, which is the probability density of annihilation at time $t$; its total is 1 because $b+d$ falls from 1 to 0. In terms of the exponentials it equals $(B-Dc)e^{-St}+Dc\,e^{-Dt}$. With $\int_0^\infty t e^{-at}dt=1/a^2$,

$$\int_0^\infty t\,(Bb+Dd)\,dt=\frac{B-Dc}{S^2}+\frac cD=\frac{B}{S^2}+\frac{k(S+D)}{DS^2}=\frac{D+k}{DS}=T.$$

**From the lifetime back to the trapping rate.** Writing $T=(D+k)/(DS)$, the distances to the two limiting lifetimes factor:

$$T-\frac1B=\frac{B(D+k)-D(B+k)}{BDS}=\frac{k(B-D)}{BDS},\qquad \frac1D-T=\frac{S-(D+k)}{DS}=\frac{B-D}{DS}.$$

Both are positive, which gives the strict bounds. Their quotient is $k/B$, which gives the formula for $k$.

Conversely, take any $T$ strictly between $1/B$ and $1/D$ and define $k$ by that formula. Then $k>0$ and $k(1/D-T)=BT-1$. Rearranged, this is $1+k/D=T(B+k)$, so the model with this $k$ has mean lifetime $T$.

**A case with round numbers.** Take $B=6$, $D=4$ and $k=2$ in inverse nanoseconds, chosen for easy arithmetic. Then $S=8$, $c=1/2$ and $T=\tfrac1{16}+\tfrac18=\tfrac3{16}$ ns, between $\tfrac16$ and $\tfrac14$. Going back, $T-\tfrac16=\tfrac1{48}$ and $\tfrac14-T=\tfrac1{16}$, so $k=6\cdot\tfrac{16}{48}=2$.

**Equal annihilation rates destroy the inversion.** Let $B=D=1$. Then $T=(1+k)/(1+k)=1$ for every $k>0$. The strict bounds fail, the denominator $1/D-T$ vanishes, and $k=1$ and $k=2$ give the same mean lifetime. Physically, a trap that does not change the annihilation rate leaves no trace in the lifetime.

**What the Lean statements say.** `IsTrappingSolution B D k b d` is a condition on arbitrary functions `b d : ℝ → ℝ`. Its four fields are the two rate equations for $t\ge0$ and the two initial values. The derivatives are taken within `Ici 0`, the half-line $t\ge0$: this means a right derivative at $t=0$ and an ordinary derivative afterwards. Values at negative times are irrelevant. `meanLifetime b d` is the integral of $b+d$ over `Ioi 0`, the positive times. All rates are plain real numbers, so one consistent time unit is understood.

The theorem `mean_lifetime_determines_trapping` assumes such a solution together with `0 < D`, `D < B` and `0 < k`, and concludes the value of $T$, both strict bounds and the formula for $k$. Integrability of $b+d$ is part of `lifetime_and_annihilation_time`, which assumes only a solution and $0<D<B+k$, and also contains the first-moment identity. The normalisation of the annihilation density, used above to call that moment a mean, is a hand argument that the file does not contain. `trapping_rate_from_lifetime` is the converse for positive $B$ and $D$, and `trapping_witness` shows that the explicit exponentials solve the model whenever $B+k\ne D$, so solutions exist for all the rates considered in your question.

The condition $D<B$ stands for a defect, such as a vacancy, where the trapped positron meets a lower electron density than in the bulk. The constant $k$ stands for capture by a fixed population of such defects. The model has one defect type, no escape from traps, no spatial diffusion, and all positrons in the bulk at time zero. Within those restrictions, values of $B$ and $D$ from electronic-structure calculations turn a mean lifetime strictly between $1/B$ and $1/D$ into a trapping rate. Errors in $B$, $D$ and $T$ carry over to $k$. Close to $T=1/D$ the denominator is small, so a small error in $T$ changes $k$ greatly.

```lean
import Mathlib

open MeasureTheory Set

namespace PositronTrapping

/-- The two-state trapping model: bulk positrons annihilate at rate `B` and are trapped at
rate `k`, trapped positrons annihilate at rate `D`, and all positrons start in the bulk. -/
structure IsTrappingSolution (B D k : ℝ) (b d : ℝ → ℝ) : Prop where
  bulk_rate : ∀ t, 0 ≤ t → HasDerivWithinAt b (-(B + k) * b t) (Ici 0) t
  defect_rate : ∀ t, 0 ≤ t → HasDerivWithinAt d (k * b t - D * d t) (Ici 0) t
  bulk_zero : b 0 = 1
  defect_zero : d 0 = 0

/-- The mean positron lifetime: the survival probability `b + d` integrated over positive
times. -/
noncomputable def meanLifetime (b d : ℝ → ℝ) : ℝ := ∫ t in Ioi (0 : ℝ), (b t + d t)

/-- An exponential with decay rate `a` has derivative `-a` times itself. -/
theorem hasDerivAt_decay (a t : ℝ) :
    HasDerivAt (fun s => Real.exp (-a * s)) (-a * Real.exp (-a * t)) t := by
  have h : HasDerivAt (fun s => Real.exp (-a * s)) (Real.exp (-a * t) * (-a * 1)) t :=
    ((hasDerivAt_id' t).const_mul (-a)).exp
  exact h.congr_deriv (by ring)

/-- A function that satisfies `f' = -a f` for all `t ≥ 0` equals `f 0 * exp (-a t)` there. -/
theorem exponential_decay {a : ℝ} {f : ℝ → ℝ}
    (hf : ∀ t, 0 ≤ t → HasDerivWithinAt f (-a * f t) (Ici 0) t) {t : ℝ} (ht : 0 ≤ t) :
    f t = f 0 * Real.exp (-a * t) := by
  -- the integrating factor makes the product constant
  have hg : ∀ s, 0 ≤ s →
      HasDerivWithinAt (fun s => f s * Real.exp (-(-a) * s)) 0 (Ici 0) s := by
    intro s hs
    exact ((hf s hs).fun_mul (hasDerivAt_decay (-a) s).hasDerivWithinAt).congr_deriv (by ring)
  have hc := constant_of_has_deriv_right_zero (a := 0) (b := t)
    (fun s hs => (hg s hs.1).continuousWithinAt.mono Icc_subset_Ici_self)
    (fun s hs => (hg s hs.1).mono (Ici_subset_Ici.2 hs.1)) t ⟨ht, le_rfl⟩
  have hc' : f t * Real.exp (a * t) = f 0 := by simpa using hc
  have he : Real.exp (a * t) * Real.exp (-a * t) = 1 := by
    rw [← Real.exp_add]
    simp
  linear_combination Real.exp (-a * t) * hc' - f t * he

/-- The bulk and defect populations at time `t`, when the total bulk loss rate `B + k`
differs from the defect annihilation rate `D`. -/
theorem populations {B D k : ℝ} {b d : ℝ → ℝ} (h : IsTrappingSolution B D k b d)
    (hne : B + k ≠ D) {t : ℝ} (ht : 0 ≤ t) :
    b t = Real.exp (-(B + k) * t) ∧
    d t = k / (B + k - D) * (Real.exp (-D * t) - Real.exp (-(B + k) * t)) := by
  have hb : b t = Real.exp (-(B + k) * t) := by
    rw [exponential_decay h.bulk_rate ht, h.bulk_zero, one_mul]
  refine ⟨hb, ?_⟩
  have hc : k / (B + k - D) * (B + k - D) = k := div_mul_cancel₀ k (sub_ne_zero.2 hne)
  -- this combination of the populations decays with the single rate `D`
  have hs : ∀ s, 0 ≤ s → HasDerivWithinAt (fun s => d s + k / (B + k - D) * b s)
      (-D * (d s + k / (B + k - D) * b s)) (Ici 0) s := by
    intro s hs
    refine ((h.defect_rate s hs).fun_add
      ((h.bulk_rate s hs).const_mul (k / (B + k - D)))).congr_deriv ?_
    linear_combination (-(b s)) * hc
  have h1 := exponential_decay (f := fun s => d s + k / (B + k - D) * b s) hs ht
  simp only [h.bulk_zero, h.defect_zero, hb] at h1
  linear_combination h1

/-- A function on positive times whose integral is positive is integrable there. -/
theorem integrableOn_of_integral_pos {f : ℝ → ℝ} {c : ℝ} (hc : 0 < c)
    (h : ∫ t in Ioi (0 : ℝ), f t = c) : IntegrableOn f (Ioi 0) := by
  by_contra hn
  have h0 : ∫ t in Ioi (0 : ℝ), f t = 0 := integral_undef hn
  linarith

/-- The zeroth and first time moments of an exponential decay with rate `a`. -/
theorem decay_moments {a : ℝ} (ha : 0 < a) :
    ∫ t in Ioi (0 : ℝ), Real.exp (-a * t) = 1 / a ∧
    ∫ t in Ioi (0 : ℝ), t * Real.exp (-a * t) = 1 / a ^ 2 := by
  have h1 := Real.integral_rpow_mul_exp_neg_mul_Ioi (a := 1) (r := a) one_pos ha
  have h2 := Real.integral_rpow_mul_exp_neg_mul_Ioi (a := 2) (r := a) two_pos ha
  have e : (2 : ℝ) - 1 = 1 := by norm_num
  rw [e] at h2
  exact ⟨by simpa using h1, by simpa [Real.Gamma_two, Real.rpow_two] using h2⟩

/-- The survival probability is integrable with integral `(1 + k/D)/(B + k)`, and this mean lifetime
also equals the integral of `t * (B b + D d)` over positive times, whose integrand is integrable. -/
theorem lifetime_and_annihilation_time {B D k : ℝ} {b d : ℝ → ℝ}
    (h : IsTrappingSolution B D k b d) (hD : 0 < D) (hDB : D < B + k) :
    IntegrableOn (fun t => b t + d t) (Ioi 0) ∧
    meanLifetime b d = (1 + k / D) / (B + k) ∧
    IntegrableOn (fun t => t * (B * b t + D * d t)) (Ioi 0) ∧
    ∫ t in Ioi (0 : ℝ), t * (B * b t + D * d t) = meanLifetime b d := by
  have hS : 0 < B + k := hD.trans hDB
  have hSD : B + k - D ≠ 0 := (sub_pos.2 hDB).ne'
  obtain ⟨m1, n1⟩ := decay_moments hS
  obtain ⟨m2, n2⟩ := decay_moments hD
  have i1 := integrableOn_of_integral_pos (by positivity) m1
  have i2 := integrableOn_of_integral_pos (by positivity) m2
  have j1 := integrableOn_of_integral_pos (by positivity) n1
  have j2 := integrableOn_of_integral_pos (by positivity) n2
  -- both integrands are combinations of two exponential components
  have e1 : EqOn (fun t => (1 - k / (B + k - D)) * Real.exp (-(B + k) * t)
      + k / (B + k - D) * Real.exp (-D * t)) (fun t => b t + d t) (Ioi 0) := by
    intro t ht
    obtain ⟨hb, hd⟩ := populations h hDB.ne' (le_of_lt ht)
    simp only [hb, hd]
    ring
  have e2 : EqOn (fun t => (B - D * (k / (B + k - D))) * (t * Real.exp (-(B + k) * t))
      + D * (k / (B + k - D)) * (t * Real.exp (-D * t)))
      (fun t => t * (B * b t + D * d t)) (Ioi 0) := by
    intro t ht
    obtain ⟨hb, hd⟩ := populations h hDB.ne' (le_of_lt ht)
    simp only [hb, hd]
    ring
  have hT : meanLifetime b d = (1 + k / D) / (B + k) := by
    unfold meanLifetime
    rw [← setIntegral_congr_fun measurableSet_Ioi e1,
      integral_add (i1.const_mul _) (i2.const_mul _), integral_const_mul,
      integral_const_mul, m1, m2]
    field_simp
    ring
  refine ⟨IntegrableOn.congr_fun ((i1.const_mul _).add (i2.const_mul _)) e1 measurableSet_Ioi,
    hT, IntegrableOn.congr_fun ((j1.const_mul _).add (j2.const_mul _)) e2 measurableSet_Ioi, ?_⟩
  rw [hT, ← setIntegral_congr_fun measurableSet_Ioi e2,
    integral_add (j1.const_mul _) (j2.const_mul _), integral_const_mul,
    integral_const_mul, n1, n2]
  field_simp
  ring

/-- The mean positron lifetime is `(1 + k/D)/(B + k)`, lies strictly between the bulk lifetime
`1/B` and the defect lifetime `1/D`, and determines the trapping rate `k`. -/
theorem mean_lifetime_determines_trapping {B D k : ℝ} {b d : ℝ → ℝ}
    (h : IsTrappingSolution B D k b d) (hD : 0 < D) (hDB : D < B) (hk : 0 < k) :
    meanLifetime b d = (1 + k / D) / (B + k) ∧
    1 / B < meanLifetime b d ∧ meanLifetime b d < 1 / D ∧
    k = B * (meanLifetime b d - 1 / B) / (1 / D - meanLifetime b d) := by
  have hB : 0 < B := hD.trans hDB
  have hS : 0 < B + k := add_pos hB hk
  have hBD : 0 < B - D := sub_pos.2 hDB
  have hT := (lifetime_and_annihilation_time h hD (by linarith)).2.1
  -- distances of the mean lifetime from the two limiting lifetimes
  have e1 : meanLifetime b d - 1 / B = k * (B - D) / (B * D * (B + k)) := by
    rw [hT]
    field_simp
    ring
  have e2 : 1 / D - meanLifetime b d = (B - D) / (D * (B + k)) := by
    rw [hT]
    field_simp
    ring
  have p1 : 0 < k * (B - D) / (B * D * (B + k)) := div_pos (mul_pos hk hBD) (by positivity)
  have p2 : 0 < (B - D) / (D * (B + k)) := div_pos hBD (by positivity)
  refine ⟨hT, by linarith, by linarith, ?_⟩
  rw [e1, e2]
  have hne : B - D ≠ 0 := hBD.ne'
  field_simp

/-- For any lifetime `T` strictly between `1/B` and `1/D`, the inversion formula gives a
positive trapping rate, and every solution with that rate has mean lifetime `T`. -/
theorem trapping_rate_from_lifetime {B D k T : ℝ} (hB : 0 < B) (hD : 0 < D)
    (h1 : 1 / B < T) (h2 : T < 1 / D) (hk : k = B * (T - 1 / B) / (1 / D - T)) :
    0 < k ∧ ∀ b d : ℝ → ℝ, IsTrappingSolution B D k b d → meanLifetime b d = T := by
  have hu : 0 < 1 / D - T := sub_pos.2 h2
  have hk0 : 0 < k := by
    rw [hk]
    exact div_pos (mul_pos hB (sub_pos.2 h1)) hu
  refine ⟨hk0, fun b d h => ?_⟩
  have hDB : D < B := lt_of_one_div_lt_one_div hB (h1.trans h2)
  have hku : k * (1 / D - T) = B * (T - 1 / B) := by
    rw [hk]
    exact div_mul_cancel₀ _ hu.ne'
  have hB1 : B * (1 / B) = 1 := mul_one_div_cancel hB.ne'
  rw [(lifetime_and_annihilation_time h hD (by linarith)).2.1, div_eq_iff (by linarith)]
  linear_combination hku - hB1

/-- Explicit exponential populations solve the trapping model whenever `B + k` differs
from `D`. -/
theorem trapping_witness {B D k : ℝ} (hne : B + k ≠ D) :
    IsTrappingSolution B D k (fun t => Real.exp (-(B + k) * t))
      (fun t => k / (B + k - D) * (Real.exp (-D * t) - Real.exp (-(B + k) * t))) := by
  have hc : k / (B + k - D) * (B + k - D) = k := div_mul_cancel₀ k (sub_ne_zero.2 hne)
  refine ⟨fun t _ => (hasDerivAt_decay (B + k) t).hasDerivWithinAt, fun t _ => ?_,
    by simp, by simp⟩
  refine ((((hasDerivAt_decay D t).fun_sub (hasDerivAt_decay (B + k) t)).const_mul
    (k / (B + k - D))).congr_deriv ?_).hasDerivWithinAt
  linear_combination Real.exp (-(B + k) * t) * hc

end PositronTrapping
```

```lean
#print axioms PositronTrapping.mean_lifetime_determines_trapping
#print axioms PositronTrapping.trapping_rate_from_lifetime
```

```
'PositronTrapping.mean_lifetime_determines_trapping' depends on axioms: [propext, Classical.choice, Quot.sound]
'PositronTrapping.trapping_rate_from_lifetime' depends on axioms: [propext, Classical.choice, Quot.sound]
```

**How the proof follows the derivation.** `hasDerivAt_decay` differentiates $e^{-at}$. `exponential_decay` multiplies $f$ by the integrating factor $e^{at}$ and shows that the product has derivative zero. Mathlib's `constant_of_has_deriv_right_zero` then makes it constant on $[0,t]$, and multiplying by $e^{-at}$ isolates $f(t)$.

`populations` applies this lemma twice: to $b$, and to the combination $d+cb$, with $c$ written out as `k / (B + k - D)`. The identity $c(S-D)=k$ is `hc`, and the `linear_combination` step that uses it is the cancellation in $u'=-Du$.

`decay_moments` obtains $1/a$ and $1/a^2$ from Mathlib's Gamma-function integral. Integrability comes from `integrableOn_of_integral_pos`: Lean assigns the integral 0 to a non-integrable function, so a positive integral implies integrability.

In `lifetime_and_annihilation_time`, `e1` and `e2` rewrite the two integrands as combinations of exponential components. The integrals are then split by linearity, the moments are inserted, and `field_simp` with `ring` does the fraction algebra that ends in $T$.

In `mean_lifetime_determines_trapping`, `e1` and `e2` are the factored forms of $T-1/B$ and $1/D-T$, while `p1` and `p2` state that they are positive. The bounds follow by `linarith`. Substituting the factored forms and cancelling the nonzero factor $B-D$ gives $k$.

For the converse, `trapping_rate_from_lifetime` first gets $k>0$ from a quotient of positive numbers and $D<B$ from $1/B<T<1/D$. It then clears the denominator $B+k$, and the last `linear_combination` is the rearrangement to $1+k/D=T(B+k)$. Finally, `trapping_witness` differentiates the explicit exponentials and checks the initial values.
